# Rank bound and decoupling for the environment block of a Hermitian idempotent density matrix

Let $D$ be a Hermitian idempotent one-particle density matrix on a finite set of orbitals, divided into a fragment and an environment:

$$D=\begin{pmatrix}A&B\\ B^\dagger&C\end{pmatrix},\qquad D^\dagger=D,\qquad D^2=D .$$

Then the rank of $C-C^2$ is at most the number of fragment orbitals, and an environment vector $w$ satisfies $Bw=0$ if and only if $C^2w=Cw$. The vectors with this property are exactly the sums of a core part, which $D$ leaves unchanged, and an empty part, which $D$ annihilates, where both parts lie entirely in the environment.

Here $A$ is the fragment block, $C$ the environment block, and $B$ the block that couples them. Idempotency stands for a single Slater determinant: in an orthonormal spin-orbital basis, $D$ is the projector onto the occupied orbitals. In density matrix embedding with such a single-determinant reference, the bath is spanned by the columns of $B^\dagger$ and therefore has no more orbitals than the fragment, however large the finite environment is.

## Two block equations and their consequences

Multiplying out $D^2=D$, the environment block and the fragment-environment block give

$$B^\dagger B+C^2=C,\qquad AB+BC=B .$$

The first equation is $C-C^2=B^\dagger B$. If $B^\dagger Bw=0$, then $0=w^\dagger B^\dagger Bw=\lVert Bw\rVert^2$, so $Bw=0$; the converse is immediate. Thus $B^\dagger B$ and $B$ have the same kernel. They act on the same space, so by rank-nullity they also have the same rank. Since $B$ has one row for each fragment orbital, its rank is at most the number of fragment orbitals. This proves the rank bound. The equality of kernels proves the second statement, because $(C-C^2)w=0$ means $C^2w=Cw$.

To see what the uncoupled vectors are, place $w$ in the full space as $(0,w)$, with no amplitude on the fragment. Then

$$D(0,w)=(Bw,\,Cw).$$

Suppose $Bw=0$. The second block equation gives $BCw=Bw-ABw=0$, so $Cw$ is uncoupled too. Put $c=Cw$ and $e=w-Cw$. Using $C^2w=Cw$,

$$D(0,c)=(BCw,\,C^2w)=(0,c),\qquad D(0,e)=(Bw-BCw,\,Cw-C^2w)=(0,0).$$

So $w=c+e$, with $c$ in the core and $e$ empty. Conversely, if $w=c+e$ with these two properties, the fragment components of the two equations read $Bc=0$ and $Be=0$, and hence $Bw=0$.

If $w\neq0$ is a natural orbital of the environment, $Cw=\mu w$, the condition $C^2w=Cw$ becomes $(\mu^2-\mu)w=0$. It holds exactly when $\mu$ is $0$ or $1$. None of these conditions depends on the length of $w$; the normalised orbital is $w/\lVert w\rVert$.

## Two orbitals and one electron

The smallest case with any coupling has one fragment orbital, one environment orbital and one occupied orbital $(\cos\theta,\sin\theta)$. Then

$$B=\cos\theta\sin\theta,\qquad C=\sin^2\theta,\qquad C-C^2=\sin^2\theta\cos^2\theta=B^2 .$$

For $0<\theta<\pi/2$ the rank of $C-C^2$ is one, the largest value allowed. At $\theta=\pi/4$ the electron is shared evenly and $C=1/2$. As $\theta\to0$ the environment orbital becomes empty, and as $\theta\to\pi/2$ it becomes a core orbital. In both limits $B$ vanishes. With no fragment orbitals at all, the bound is zero and $C$ is itself idempotent.

## Blocks and hypotheses in Lean

The types `m` and `n` label the fragment and environment orbitals. Their disjoint union `m ⊕ n` labels all orbitals, with `Sum.inl` marking a fragment index and `Sum.inr` an environment index.

```lean
import Mathlib

open Matrix
open scoped ComplexOrder

namespace EmbeddingBath

noncomputable section

variable {m n : Type*}
```

The three blocks are defined for any complex matrix on `m ⊕ n`. First comes $A$:

```lean
/-- The fragment block `A` of a one-particle density matrix. -/
def frag (D : Matrix (m ⊕ n) (m ⊕ n) ℂ) : Matrix m m ℂ := D.toBlocks₁₁
```

The coupling block $B$ has fragment rows and environment columns:

```lean
/-- The block `B` of a one-particle density matrix that couples fragment and environment. -/
def coupling (D : Matrix (m ⊕ n) (m ⊕ n) ℂ) : Matrix m n ℂ := D.toBlocks₁₂
```

The environment block is $C$:

```lean
/-- The environment block `C` of a one-particle density matrix. -/
def env (D : Matrix (m ⊕ n) (m ⊕ n) ℂ) : Matrix n n ℂ := D.toBlocks₂₂
```

The lower-left block gets no name. It is the hypothesis `hH : D.IsHermitian` that identifies it with $B^\dagger$, written `(coupling D)ᴴ`. The other hypothesis, `hP : D * D = D`, fixes the convention of one spin orbital per index: a spin-summed closed-shell density matrix, with occupations $0$ and $2$, must first be halved. It also presupposes an orthonormal basis, since with an overlap matrix $S$ the condition would be $DSD=D$. Correlated states, whose density matrices have fractional occupations, are not covered.

The word "uncoupled" refers to the density matrix only. No Hamiltonian appears, and a core orbital may still act on the fragment through its Coulomb and exchange field.

## The block equations, entry by entry

From here on both orbital sets are finite. The first lemma is $C-C^2=B^\dagger B$.

```lean
variable [Fintype m] [Fintype n] {D : Matrix (m ⊕ n) (m ⊕ n) ℂ}

/-- For a Hermitian idempotent density matrix, the blocks satisfy `C - C² = Bᴴ B`. -/
theorem env_sub_sq (hH : D.IsHermitian) (hP : D * D = D) :
    env D - env D * env D = (coupling D)ᴴ * coupling D := by
  ext i j
  -- the environment-environment entry of `D² = D`
  have h : (D * D) (Sum.inr i) (Sum.inr j) = D (Sum.inr i) (Sum.inr j) := by rw [hP]
  rw [Matrix.mul_apply, Fintype.sum_sum_type] at h
  have hs : ∀ k : m, star (D (Sum.inl k) (Sum.inr i)) = D (Sum.inr i) (Sum.inl k) :=
    fun k => hH.apply _ _
  simp only [Matrix.sub_apply, Matrix.mul_apply, Matrix.conjTranspose_apply, env, coupling,
    Matrix.toBlocks₂₂, Matrix.toBlocks₁₂, Matrix.of_apply, hs]
  linear_combination -h
```

The proof takes the entry of $D^2=D$ at environment indices $i$ and $j$. `Fintype.sum_sum_type` splits the sum over intermediate orbitals into a fragment part and an environment part, which is the block multiplication done above. The auxiliary statement `hs` is Hermiticity for one entry, $\overline{D_{ki}}=D_{ik}$ with $k$ in the fragment, and it turns the fragment part into an entry of $B^\dagger B$. Rearranging the equation finishes the proof.

The mixed block is treated in the same way, with $i$ now in the fragment and $j$ in the environment. Only idempotency is needed.

```lean
/-- The fragment-environment block of `D² = D` reads `B C = B - A B`. -/
theorem coupling_mul_env (hP : D * D = D) :
    coupling D * env D = coupling D - frag D * coupling D := by
  ext i j
  have h : (D * D) (Sum.inl i) (Sum.inr j) = D (Sum.inl i) (Sum.inr j) := by rw [hP]
  rw [Matrix.mul_apply, Fintype.sum_sum_type] at h
  simp only [Matrix.sub_apply, Matrix.mul_apply, env, coupling, frag,
    Matrix.toBlocks₂₂, Matrix.toBlocks₁₂, Matrix.toBlocks₁₁, Matrix.of_apply]
  linear_combination h
```

The next lemma is the formula $D(0,w)=(Bw,Cw)$. The embedded vector $(0,w)$ is `Sum.elim 0 w`, and `*ᵥ` is the product of a matrix and a vector. The formula holds for every matrix $D$, without either hypothesis.

```lean
/-- Applying the full matrix `D` to an environment vector `w`, extended by zero on the fragment,
gives a vector with fragment part `B w` and environment part `C w`. -/
theorem mulVec_env_orbital (D : Matrix (m ⊕ n) (m ⊕ n) ℂ) (w : n → ℂ) :
    D *ᵥ Sum.elim (0 : m → ℂ) w = Sum.elim (coupling D *ᵥ w) (env D *ᵥ w) := by
  funext x
  cases x <;>
    simp [Matrix.mulVec, dotProduct, Fintype.sum_sum_type, coupling, env,
      Matrix.toBlocks₁₂, Matrix.toBlocks₂₂]
```

## The rank bound and the common kernel

The main theorem joins the two claims. `Fintype.card m` is the number of fragment orbitals, and `w` ranges over all complex vectors on the environment.

```lean
/-- For a Hermitian idempotent density matrix, `C - C²` has rank at most the number of fragment
orbitals, and an environment vector `w` satisfies `B w = 0` exactly when `C² w = C w`. -/
theorem bath_rank_and_decoupling (hH : D.IsHermitian) (hP : D * D = D) :
    (env D - env D * env D).rank ≤ Fintype.card m ∧
      ∀ w : n → ℂ, coupling D *ᵥ w = 0 ↔ (env D * env D) *ᵥ w = env D *ᵥ w := by
  constructor
  · rw [env_sub_sq hH hP, Matrix.rank_conjTranspose_mul_self]
    exact Matrix.rank_le_card_height _
  · intro w
    -- `Bᴴ B` and `B` have the same kernel
    rw [← Matrix.conjTranspose_mul_self_mulVec_eq_zero, ← env_sub_sq hH hP,
      Matrix.sub_mulVec, sub_eq_zero]
    exact eq_comm
```

For the rank, the proof replaces $C-C^2$ by $B^\dagger B$, then uses that $B^\dagger B$ has the rank of $B$, and finally bounds that rank by the number of rows. For the equivalence, it replaces $Bw=0$ by $B^\dagger Bw=0$, which is the norm argument above in the form of a Mathlib lemma, and then $B^\dagger B$ by $C-C^2$. What remains is $Cw=C^2w$, and `eq_comm` exchanges its two sides.

## Core and empty parts

The following theorem states the decomposition into core and empty parts. Its last two conditions are $D(0,c)=(0,c)$ and $D(0,e)=0$ in the full orbital space. That both parts lie in the environment is essential: without this requirement, every vector $v$ of the full space would split into $Dv$, which $D$ leaves unchanged, and $v-Dv$, which it annihilates.

```lean
/-- For a Hermitian idempotent density matrix, an environment vector `w` satisfies `B w = 0` (it is
uncoupled from the fragment) exactly when it is the sum of a core part, which the full density
matrix leaves unchanged, and an empty part, which it annihilates. -/
theorem uncoupled_iff_core_add_empty (hH : D.IsHermitian) (hP : D * D = D) (w : n → ℂ) :
    coupling D *ᵥ w = 0 ↔ ∃ c e : n → ℂ, w = c + e ∧
      D *ᵥ Sum.elim (0 : m → ℂ) c = Sum.elim (0 : m → ℂ) c ∧
      D *ᵥ Sum.elim (0 : m → ℂ) e = 0 := by
  constructor
  · intro hw
    have hC := ((bath_rank_and_decoupling hH hP).2 w).1 hw
    -- the uncoupled space is invariant under the environment block
    have hB : coupling D *ᵥ (env D *ᵥ w) = 0 := by
      rw [Matrix.mulVec_mulVec, coupling_mul_env hP, Matrix.sub_mulVec,
        ← Matrix.mulVec_mulVec, hw, Matrix.mulVec_zero, sub_zero]
    refine ⟨env D *ᵥ w, w - env D *ᵥ w, by abel, ?_, ?_⟩
    · rw [mulVec_env_orbital, hB, Matrix.mulVec_mulVec, hC]
    · rw [mulVec_env_orbital, Matrix.mulVec_sub, Matrix.mulVec_sub, hw, hB,
        Matrix.mulVec_mulVec, hC, sub_self, sub_self]
      funext x
      cases x <;> rfl
  · rintro ⟨c, e, rfl, hc, he⟩
    rw [mulVec_env_orbital] at hc he
    have h1 : coupling D *ᵥ c = 0 := funext fun i => congrFun hc (Sum.inl i)
    have h2 : coupling D *ᵥ e = 0 := funext fun i => congrFun he (Sum.inl i)
    rw [Matrix.mulVec_add, h1, h2, add_zero]
```

In the forward direction, `hC` is $C^2w=Cw$ and `hB` is $BCw=0$, obtained from the mixed block equation. The proof then supplies $c=Cw$ and $e=w-Cw$ and checks both conditions with the formula for $D(0,w)$. In the other direction, `h1` and `h2` read off the fragment components $Bc=0$ and $Be=0$, which add up to $Bw=0$. The vectors $c$ and $e$ are not normalised, and either may be zero, as happens when $w$ is purely core or purely empty.

For a natural orbital of the environment, the criterion is a condition on its occupation.

```lean
/-- For a Hermitian idempotent density matrix, an eigenvector `w` of the environment block with
occupation `μ` satisfies `B w = 0` (it is uncoupled from the fragment) exactly when `μ` is zero or
one. -/
theorem natural_orbital_uncoupled_iff (hH : D.IsHermitian) (hP : D * D = D)
    {w : n → ℂ} (hw : w ≠ 0) {μ : ℂ} (hμ : env D *ᵥ w = μ • w) :
    coupling D *ᵥ w = 0 ↔ μ = 0 ∨ μ = 1 := by
  rw [(bath_rank_and_decoupling hH hP).2 w, ← Matrix.mulVec_mulVec, hμ,
    Matrix.mulVec_smul, hμ, smul_smul]
  constructor
  · intro h
    have h2 : (μ * μ - μ) • w = 0 := by rw [sub_smul, h, sub_self]
    have h3 : μ * μ - μ = 0 := (smul_eq_zero.1 h2).resolve_right hw
    have h4 : μ * (μ - 1) = 0 := by linear_combination h3
    exact (mul_eq_zero.1 h4).imp id sub_eq_zero.1
  · rintro (h | h) <;> simp [h]
```

The hypothesis `hw` excludes the zero vector, which would satisfy the eigenvalue equation for every `μ`. The proof reduces $C^2w=Cw$ to $(\mu^2-\mu)w=0$, removes the nonzero vector, and factors $\mu(\mu-1)=0$. The occupation is typed as a complex number; Hermiticity of $C$ makes it real, but the argument doesn't use that.

## Counting uncoupled orbitals

An upper bound on the rank of $C-C^2$ gives a lower bound on the dimension of its kernel, which is the space of uncoupled environment vectors.

```lean
/-- For a Hermitian idempotent density matrix, the environment vectors with `C² w = C w` form a
space whose dimension is at least the number of environment orbitals minus the number of fragment
orbitals. -/
theorem card_env_le_card_frag_add_uncoupled (hH : D.IsHermitian) (hP : D * D = D) :
    Fintype.card n ≤ Fintype.card m +
      Module.finrank ℂ (LinearMap.ker (env D - env D * env D).mulVecLin) := by
  have h := LinearMap.finrank_range_add_finrank_ker (env D - env D * env D).mulVecLin
  rw [Module.finrank_fintype_fun_eq_card] at h
  have r := (bath_rank_and_decoupling hH hP).1
  unfold Matrix.rank at r
  omega
```

The inequality is written as a sum, $|n|\le|m|+\dim\ker(C-C^2)$, where $|m|$ and $|n|$ are the numbers of fragment and environment orbitals. It gives information when the environment is larger than the fragment: an environment of 100 orbitals around a fragment of 4 has at least 96 linearly independent uncoupled vectors. The proof is rank-nullity for $C-C^2$ combined with the rank bound, and `omega` does the integer arithmetic.

## Evenly shared pairs attain the bound

The last example uses the same label type for fragment and environment, so that each fragment orbital has one partner. All four blocks are half the identity:

```lean
/-- The density matrix in which all four blocks are half the identity, so that each fragment
orbital is paired with one environment orbital. -/
def bondDensity (m : Type*) [DecidableEq m] : Matrix (m ⊕ m) (m ⊕ m) ℂ :=
  Matrix.fromBlocks ((1 / 2 : ℂ) • 1) ((1 / 2 : ℂ) • 1) ((1 / 2 : ℂ) • 1) ((1 / 2 : ℂ) • 1)
```

Each pair holds one electron in its normalised bonding combination, with amplitude $1/\sqrt2$ on either side. This is the two-orbital example at $\theta=\pi/4$, repeated for every fragment orbital.

```lean
/-- The paired density matrix is Hermitian and idempotent, and its `C - C²` has rank equal to
the number of fragment orbitals. -/
theorem bondDensity_witness [DecidableEq m] :
    (bondDensity m).IsHermitian ∧ bondDensity m * bondDensity m = bondDensity m ∧
      (env (bondDensity m) - env (bondDensity m) * env (bondDensity m)).rank
        = Fintype.card m := by
  have hH : (bondDensity m).IsHermitian := by
    unfold Matrix.IsHermitian bondDensity
    rw [Matrix.fromBlocks_conjTranspose]
    simp [Matrix.conjTranspose_smul]
  have hh : ((1 / 2 : ℂ) • (1 : Matrix m m ℂ)) * ((1 / 2 : ℂ) • 1)
      + ((1 / 2 : ℂ) • 1) * ((1 / 2 : ℂ) • 1) = (1 / 2 : ℂ) • 1 := by
    rw [smul_mul_smul_comm, one_mul, ← add_smul]
    norm_num
  have hP : bondDensity m * bondDensity m = bondDensity m := by
    unfold bondDensity
    rw [Matrix.fromBlocks_multiply, hh]
  refine ⟨hH, hP, ?_⟩
  -- the coupling block is invertible, hence of full rank
  have hB : coupling (bondDensity m) = (1 / 2 : ℂ) • 1 :=
    Matrix.toBlocks_fromBlocks₁₂ _ _ _ _
  have hU : IsUnit ((1 / 2 : ℂ) • (1 : Matrix m m ℂ)) :=
    ⟨⟨(1 / 2 : ℂ) • 1, (2 : ℂ) • 1,
      by rw [smul_mul_smul_comm, one_mul]; norm_num,
      by rw [smul_mul_smul_comm, one_mul]; norm_num⟩, rfl⟩
  rw [env_sub_sq hH hP, Matrix.rank_conjTranspose_mul_self, hB]
  exact Matrix.rank_of_isUnit _ hU

end

end EmbeddingBath
```

Hermiticity is read off the blocks. For idempotency, every block of the square is $\tfrac14I+\tfrac14I=\tfrac12I$, which is the auxiliary equation `hh`. The rank follows from $C-C^2=B^\dagger B$ again: here $B=\tfrac12I$ has the inverse $2I$, so it has full rank. The theorem thus shows that the hypotheses are satisfiable and that the rank bound is attained for every fragment size.

```lean
#print axioms EmbeddingBath.bath_rank_and_decoupling
-- 'EmbeddingBath.bath_rank_and_decoupling' depends on axioms: [propext, Classical.choice, Quot.sound]
#print axioms EmbeddingBath.uncoupled_iff_core_add_empty
-- 'EmbeddingBath.uncoupled_iff_core_add_empty' depends on axioms: [propext, Classical.choice, Quot.sound]
#print axioms EmbeddingBath.natural_orbital_uncoupled_iff
-- 'EmbeddingBath.natural_orbital_uncoupled_iff' depends on axioms: [propext, Classical.choice, Quot.sound]
#print axioms EmbeddingBath.card_env_le_card_frag_add_uncoupled
-- 'EmbeddingBath.card_env_le_card_frag_add_uncoupled' depends on axioms: [propext, Classical.choice, Quot.sound]
```

## Starting from occupied orbitals

A different model would begin with the coefficient matrix $\Phi$ of $N$ orthonormal occupied orbitals and define $D=\Phi\Phi^\dagger$. Hermiticity would then follow from the form of $D$, and idempotency from $\Phi^\dagger\Phi=I$, so neither would have to be assumed. The electron number would also become visible. If $F$ and $E$ are the fragment and environment rows of $\Phi$, then $B=FE^\dagger$ has rank at most $N$, which improves the bound when there are fewer electrons than fragment orbitals. The version with $D$ as the given object applies directly to a density matrix, with no need to choose a set of occupied orbitals.
